# Relative entropy to the Gibbs distribution as inverse temperature times excess free energy, for states of finite mean energy

Take a countable list of real energy levels `E n` and an inverse temperature `b > 0` at which the partition function Z converges. For a probability distribution `p` over the levels whose mean-energy series converges absolutely, `hasSum_relativeEntropy` states that the relative entropy of `p` with respect to the Gibbs weights is `b` times the amount by which the free energy of `p` exceeds -ln(Z)/b. In mathematical terms, the series of `klTerm (p n) (gibbs b E n)` converges to that value; each term carries an extra -(p_n - g_n), with g_n the Gibbs weight, and these extras sum to zero because both distributions are normalised. The attempt combines the convergent series for entropy, energy and normalisation into one `HasSum` fact `h`, then uses `convert` to match its terms and its sum with those of the statement.

Lean 4 with Mathlib refuses this proof:

```lean
import Mathlib

open Filter Topology

namespace HasSumRelativeEntropy

noncomputable section

/-- The partition function `Z = ∑ exp(-b E_n)` of a countable spectrum, for levels for which
the series converges. -/
def partitionFunction (b : ℝ) (E : ℕ → ℝ) : ℝ := ∑' n, Real.exp (-(b * E n))

/-- The Gibbs weights `exp(-b E_n) / Z`, for levels with a convergent partition function. -/
def gibbs (b : ℝ) (E : ℕ → ℝ) (n : ℕ) : ℝ :=
  Real.exp (-(b * E n)) / partitionFunction b E

/-- An admissible state: a probability sequence over the levels whose mean-energy series
converges absolutely. -/
structure IsState (E p : ℕ → ℝ) : Prop where
  nonneg : ∀ n, 0 ≤ p n
  norm : HasSum p 1
  energy : Summable fun n => p n * E n

/-- The free energy `∑ p_n E_n + (1/b) ∑ p_n ln p_n`, for `b ≠ 0` and convergent series. -/
def freeEnergy (b : ℝ) (E p : ℕ → ℝ) : ℝ :=
  ∑' n, p n * E n + 1 / b * ∑' n, p n * Real.log (p n)

/-- The contribution `x ln x - x ln q - (x - q)` of one level to the relative entropy,
for an occupation `x ≥ 0` and a reference weight `q > 0`. -/
def klTerm (x q : ℝ) : ℝ := x * Real.log x - x * Real.log q - (x - q)

/-- For `x ≥ 0` and `q > 0` the relative-entropy term of a level is nonnegative, and it
vanishes exactly when `x = q`. -/
theorem klTerm_nonneg_and_eq_zero_iff {x q : ℝ} (hx : 0 ≤ x) (hq : 0 < q) :
    0 ≤ klTerm x q ∧ (klTerm x q = 0 ↔ x = q) := by
  have hself : klTerm q q = 0 := by unfold klTerm; ring
  rcases eq_or_ne x q with h | hne
  · subst h
    exact ⟨hself.ge, fun _ => rfl, fun _ => hself⟩
  · have hpos : 0 < klTerm x q := by
      unfold klTerm
      rcases hx.eq_or_lt with h0 | hx
      · rw [← h0]
        linarith
      · -- the strict tangent-line bound for the logarithm at `q / x`
        have h1 : q / x ≠ 1 := by
          intro h
          rw [div_eq_iff hx.ne', one_mul] at h
          exact hne h.symm
        have h := Real.log_lt_sub_one_of_pos (div_pos hq hx) h1
        rw [Real.log_div hq.ne' hx.ne'] at h
        have h2 := mul_lt_mul_of_pos_left h hx
        have h3 : x * (q / x - 1) = q - x := by
          rw [mul_sub, mul_div_cancel₀ q hx.ne', mul_one]
        rw [h3] at h2
        linarith
    exact ⟨hpos.le, fun h => absurd h hpos.ne', fun h => absurd h hne⟩

/-- If the partition function converges, the Gibbs weights are positive, sum to one, and have
logarithm `-b E_n - ln Z`. -/
theorem gibbs_properties {b : ℝ} {E : ℕ → ℝ}
    (hZ : Summable fun n => Real.exp (-(b * E n))) :
    (∀ n, 0 < gibbs b E n) ∧ HasSum (gibbs b E) 1 ∧
      ∀ n, Real.log (gibbs b E n) = -(b * E n) - Real.log (partitionFunction b E) := by
  have hpos : 0 < partitionFunction b E :=
    hZ.tsum_pos (fun n => (Real.exp_pos _).le) 0 (Real.exp_pos _)
  refine ⟨fun n => div_pos (Real.exp_pos _) hpos, ?_, fun n => ?_⟩
  · have h := hZ.hasSum.div_const (partitionFunction b E)
    have h1 : (∑' n, Real.exp (-(b * E n))) / partitionFunction b E = 1 := div_self hpos.ne'
    rw [h1] at h
    exact h
  · rw [gibbs, Real.log_div (Real.exp_pos _).ne' hpos.ne', Real.log_exp]

/-- If the partition function converges, every admissible state has a convergent entropy
series `∑ p_n ln p_n`. -/
theorem summable_entropy {b : ℝ} {E p : ℕ → ℝ}
    (hZ : Summable fun n => Real.exp (-(b * E n))) (hp : IsState E p) :
    Summable fun n => p n * Real.log (p n) := by
  obtain ⟨gpos, gsum, glog⟩ := gibbs_properties hZ
  -- `-p ln p` lies between zero and a summable sequence
  have hmaj := ((gsum.summable.sub hp.norm.summable).add (hp.energy.mul_left b)).add
    (hp.norm.summable.mul_left (Real.log (partitionFunction b E)))
  have h : Summable fun n => -(p n * Real.log (p n)) := by
    refine Summable.of_nonneg_of_le (fun n => ?_) (fun n => ?_) hmaj
    · have h1 : p n ≤ 1 := le_hasSum hp.norm n fun j _ => hp.nonneg j
      have h2 := mul_nonneg (hp.nonneg n) (neg_nonneg.2 (Real.log_nonpos (hp.nonneg n) h1))
      linarith
    · have h1 := (klTerm_nonneg_and_eq_zero_iff (hp.nonneg n) (gpos n)).1
      rw [klTerm, glog] at h1
      linarith
  simpa using h.neg

/-- For `b > 0` and a convergent partition function, the relative entropy of an admissible
state with respect to the Gibbs weights is `b` times its free energy in excess of `-ln(Z)/b`. -/
theorem hasSum_relativeEntropy {b : ℝ} {E p : ℕ → ℝ} (hb : 0 < b)
    (hZ : Summable fun n => Real.exp (-(b * E n))) (hp : IsState E p) :
    HasSum (fun n => klTerm (p n) (gibbs b E n))
      (b * (freeEnergy b E p + Real.log (partitionFunction b E) / b)) := by
  obtain ⟨-, gsum, glog⟩ := gibbs_properties hZ
  have h := (((summable_entropy hZ hp).hasSum.add (hp.energy.hasSum.mul_left b)).add
    (hp.norm.mul_left (Real.log (partitionFunction b E)))).sub (hp.norm.sub gsum)
  convert h using 1
  · funext n
    rw [klTerm, glog]
    ring
  · unfold freeEnergy
    linear_combination (∑' n, p n * Real.log (p n) + Real.log (partitionFunction b E)) *
      mul_inv_cancel₀ hb.ne'

end

end HasSumRelativeEntropy
```

Lean reports:

```
Main.lean:103:4: error: Tactic `apply` failed: could not unify the conclusion of `@funext`
  ?f = ?g
with the goal
  Real.instAddCommMonoid = Real.instAddCommGroup.toAddCommMonoid

Note: The full type of `@funext` is
  ∀ {α : Sort ?u.54} {β : α → Sort ?u.53} {f g : (x : α) → β x}, (∀ (x : α), f x = g x) → f = g

case e'_3
b : ℝ
E p : ℕ → ℝ
hb : 0 < b
hZ : Summable fun n => Real.exp (-(b * E n))
hp : IsState E p
gsum : HasSum (gibbs b E) 1
glog : ∀ (n : ℕ), Real.log (gibbs b E n) = -(b * E n) - Real.log (partitionFunction b E)
h :
  HasSum
    (fun b_1 =>
      p b_1 * Real.log (p b_1) + b * (p b_1 * E b_1) + Real.log (partitionFunction b E) * p b_1 -
        (p b_1 - gibbs b E b_1))
    (∑' (b : ℕ), p b * Real.log (p b) + b * ∑' (b : ℕ), p b * E b + Real.log (partitionFunction b E) * 1 - (1 - 1))
⊢ Real.instAddCommMonoid = Real.instAddCommGroup.toAddCommMonoid
Main.lean:106:11: error: Tactic `unfold` failed to unfold `freeEnergy` in
  (fun n => klTerm (p n) (gibbs b E n)) = fun b_1 =>
    p b_1 * Real.log (p b_1) + b * (p b_1 * E b_1) + Real.log (partitionFunction b E) * p b_1 - (p b_1 - gibbs b E b_1)
Main.lean:98:73: error: unsolved goals
case e'_6
b : ℝ
E p : ℕ → ℝ
hb : 0 < b
hZ : Summable fun n => Real.exp (-(b * E n))
hp : IsState E p
gsum : HasSum (gibbs b E) 1
glog : ∀ (n : ℕ), Real.log (gibbs b E n) = -(b * E n) - Real.log (partitionFunction b E)
h :
  HasSum
    (fun b_1 =>
      p b_1 * Real.log (p b_1) + b * (p b_1 * E b_1) + Real.log (partitionFunction b E) * p b_1 -
        (p b_1 - gibbs b E b_1))
    (∑' (b : ℕ), p b * Real.log (p b) + b * ∑' (b : ℕ), p b * E b + Real.log (partitionFunction b E) * 1 - (1 - 1))
⊢ b * (freeEnergy b E p + Real.log (partitionFunction b E) / b) =
    ∑' (b : ℕ), p b * Real.log (p b) + b * ∑' (b : ℕ), p b * E b + Real.log (partitionFunction b E) * 1 - (1 - 1)
```

The proof expects two goals from `convert h using 1`, one for the terms and one for the sum, but three arise. The additional one comes first and asks that two additive structures on the reals be equal. `h` ends in `.sub`, which needs subtraction and so reaches the additive monoid through `Real.instAddCommGroup`, while the statement uses `Real.instAddCommMonoid`.

Every bullet is therefore one goal early. `funext` meets the equality of structures, which is not an equality of functions; `unfold freeEnergy` meets the equality of terms, where `freeEnergy` does not occur; and the equality of sums is left over, which is the third error.

The repair states the two intended equalities explicitly, as `hf` and `hv`, and proves them with the same steps as before. After `rw [hf, hv]` the goal agrees with `h` except for the additive structure. The two structures are equal by definition, so `exact h` accepts the match and no separate goal about them appears.

The change, after which it compiles:

```diff
@@ -100,11 +100,18 @@
   have h := (((summable_entropy hZ hp).hasSum.add (hp.energy.hasSum.mul_left b)).add
     (hp.norm.mul_left (Real.log (partitionFunction b E)))).sub (hp.norm.sub gsum)
-  convert h using 1
-  · funext n
+  have hf : (fun n => klTerm (p n) (gibbs b E n)) = fun n =>
+      p n * Real.log (p n) + b * (p n * E n) + Real.log (partitionFunction b E) * p n -
+        (p n - gibbs b E n) := by
+    funext n
     rw [klTerm, glog]
     ring
-  · unfold freeEnergy
+  have hv : b * (freeEnergy b E p + Real.log (partitionFunction b E) / b) =
+      ∑' n, p n * Real.log (p n) + b * ∑' n, p n * E n +
+        Real.log (partitionFunction b E) * 1 - (1 - 1) := by
+    unfold freeEnergy
     linear_combination (∑' n, p n * Real.log (p n) + Real.log (partitionFunction b E)) *
       mul_inv_cancel₀ hb.ne'
+  rw [hf, hv]
+  exact h
 
 end
```
